# With nonnegative smooth and augmentation densities and a positive definite, entrywise nonnegative Coulomb matrix, omitting nonzero augmentation from exchange leaves self-interaction

A single electron does not repel itself, so its Hartree energy must be cancelled by its exchange energy. With ultrasoft pseudopotentials the electron's density is a smooth part m plus an augmentation part a. If the Hartree term uses m + a but exchange uses only m, how much self-repulsion survives, and can it vanish by accident?

## The residue and its lower bound

On a finite grid or basis, let K be the real Coulomb matrix, with quadrature weights absorbed into it. A density ρ has self-energy

E(ρ) = ½ ρ·Kρ.

One-electron exchange built from m alone contributes −E(m), so the energy left over is

R = E(m + a) − E(m).

For symmetric K,

R = m·Ka + ½ a·Ka.

If the entries of K, m and a are also nonnegative, then R ≥ E(a). If K is positive definite as well, R = 0 exactly when a = 0.

## Mixed densities in a code

The residue appears when a code combines an augmented Hartree energy with full, unscreened exact exchange from smooth densities only. Within this finite model, the formula gives the resulting one-electron energy error at fixed densities. When a is small, the two-term form also avoids subtracting two nearly equal self-energies.

## From the expanded square to strict positivity

Expanding the square gives

E(m + a) = ½ (m·Km + m·Ka + a·Km + a·Ka).

Since K_ij = K_ji, the cross terms agree:

a·Km = Σ_ij a_i K_ij m_j = Σ_ij m_j K_ji a_i = m·Ka.

Subtracting E(m) leaves the formula for R. With nonnegative entries throughout,

m·Ka = Σ_ij m_i K_ij a_j ≥ 0,

and therefore R ≥ ½ a·Ka = E(a). Positive definiteness makes E(a) > 0 for a ≠ 0, so R > 0. If a = 0, the two self-energies coincide and R = 0.

For several orbitals k, each residue satisfies R_k ≥ E(a_k) ≥ 0. A sum of nonnegative terms vanishes only if every term does, so Σ_k R_k = 0 exactly when every a_k = 0. Errors from different orbitals cannot compensate each other.

## An attractive off-diagonal entry hides the error

Positive definiteness and nonnegative densities do not suffice by themselves. Number two sites 0 and 1, and take

K = [[1, −½], [−½, 1]], m = (1, 0), a = (0, 1).

This K is positive definite, because

x·Kx = x₀² − x₀x₁ + x₁² = (x₀ − x₁/2)² + ¾ x₁²

is positive unless x₀ = x₁ = 0. Yet m·Ka = −½ and ½ a·Ka = ½, so R = 0 although a ≠ 0. Scaling m and a by a common factor multiplies R by the square of that factor, so normalising the full density to one electron keeps R = 0.

The sign of a matters too. For a = −2m the full density is −m, which has the same self-energy as m, so R = 0 even when m ≠ 0. For nonzero m with nonnegative entries this is only an algebraic example, since an electron density cannot be negative. Requiring a nonnegative full density does not restore the result: with K the 2 × 2 identity matrix, m = (1, 0) and a = (−1, 1), the full density is (0, 1) and again R = 0. This last example is not in the Lean file.

## The Lean file

```lean
import Mathlib

open Matrix

namespace UltrasoftSelfInteraction

noncomputable section

variable {n ι : Type*} [Fintype n] [Fintype ι]

/-- The electrostatic self-energy `ρ · K ρ / 2` of a density `ρ` with Coulomb matrix `K`. -/
def hartree (K : Matrix n n ℝ) (ρ : n → ℝ) : ℝ := (ρ ⬝ᵥ K *ᵥ ρ) / 2

/-- The one-electron self-interaction residue: the self-energy of the full density `m + a`
minus the self-energy of the smooth density `m` alone. -/
def residue (K : Matrix n n ℝ) (m a : n → ℝ) : ℝ := hartree K (m + a) - hartree K m

/-- For a symmetric Coulomb matrix, the repulsion of `a` with `m` equals that of `m` with `a`. -/
theorem repulsion_comm {K : Matrix n n ℝ} (hK : K.IsSymm) (m a : n → ℝ) :
    a ⬝ᵥ K *ᵥ m = m ⬝ᵥ K *ᵥ a := by
  rw [Matrix.dotProduct_mulVec, ← Matrix.mulVec_transpose, hK.eq, dotProduct_comm]

/-- For a symmetric Coulomb matrix, the residue is the repulsion between smooth and augmentation
densities plus the self-energy of the augmentation density. -/
theorem residue_eq {K : Matrix n n ℝ} (hK : K.IsSymm) (m a : n → ℝ) :
    residue K m a = m ⬝ᵥ K *ᵥ a + (a ⬝ᵥ K *ᵥ a) / 2 := by
  have h := repulsion_comm hK m a
  simp only [residue, hartree, Matrix.mulVec_add, dotProduct_add, add_dotProduct]
  linarith

/-- Nonnegative densities repel each other, or do not interact, when all entries of the
Coulomb matrix are nonnegative. -/
theorem repulsion_nonneg {K : Matrix n n ℝ} (hpos : ∀ i j, 0 ≤ K i j) {m a : n → ℝ}
    (hm : ∀ i, 0 ≤ m i) (ha : ∀ i, 0 ≤ a i) : 0 ≤ m ⬝ᵥ K *ᵥ a :=
  Finset.sum_nonneg fun i _ => mul_nonneg (hm i) <|
    Finset.sum_nonneg fun j _ => mul_nonneg (hpos i j) (ha j)

/-- For a symmetric Coulomb matrix with nonnegative entries and nonnegative densities, the residue
is at least the self-energy of the augmentation density. -/
theorem hartree_le_residue {K : Matrix n n ℝ} (hK : K.IsSymm) (hpos : ∀ i j, 0 ≤ K i j)
    {m a : n → ℝ} (hm : ∀ i, 0 ≤ m i) (ha : ∀ i, 0 ≤ a i) :
    hartree K a ≤ residue K m a := by
  have h := repulsion_nonneg hpos hm ha
  rw [residue_eq hK, hartree]
  linarith

/-- For a positive definite Coulomb matrix with nonnegative entries and nonnegative smooth and
augmentation densities, the self-interaction residue vanishes if and only if the augmentation
density is zero. -/
theorem residue_eq_zero_iff {K : Matrix n n ℝ} (hK : K.PosDef) (hpos : ∀ i j, 0 ≤ K i j)
    {m a : n → ℝ} (hm : ∀ i, 0 ≤ m i) (ha : ∀ i, 0 ≤ a i) :
    residue K m a = 0 ↔ a = 0 := by
  have hsymm : K.IsSymm := Matrix.IsSymm.ext fun i j => by simpa using hK.1.apply i j
  constructor
  · intro h
    by_contra hne
    -- a nonzero augmentation density has strictly positive self-energy
    have hself := hK.dotProduct_mulVec_pos hne
    rw [star_trivial] at hself
    have hle := hartree_le_residue hsymm hpos hm ha
    rw [h, hartree] at hle
    linarith
  · intro h
    simp [residue, h]

/-- For a positive definite Coulomb matrix with nonnegative entries and orbitals with nonnegative
smooth and augmentation densities, the residues summed over all orbitals vanish if and only if
every augmentation density is zero. -/
theorem sum_residue_eq_zero_iff {K : Matrix n n ℝ} (hK : K.PosDef) (hpos : ∀ i j, 0 ≤ K i j)
    {m a : ι → n → ℝ} (hm : ∀ k i, 0 ≤ m k i) (ha : ∀ k i, 0 ≤ a k i) :
    ∑ k, residue K (m k) (a k) = 0 ↔ ∀ k, a k = 0 := by
  have hsymm : K.IsSymm := Matrix.IsSymm.ext fun i j => by simpa using hK.1.apply i j
  -- no residue is negative, so different orbitals cannot compensate each other
  have hnn : ∀ k ∈ Finset.univ, 0 ≤ residue K (m k) (a k) := by
    intro k _
    have h1 := hartree_le_residue hsymm hpos (hm k) (ha k)
    have h2 := repulsion_nonneg hpos (ha k) (ha k)
    rw [hartree] at h1
    linarith
  rw [Finset.sum_eq_zero_iff_of_nonneg hnn]
  constructor
  · intro h k
    exact (residue_eq_zero_iff hK hpos (hm k) (ha k)).mp (h k (Finset.mem_univ k))
  · intro h k _
    exact (residue_eq_zero_iff hK hpos (hm k) (ha k)).mpr (h k)

/-- A signed augmentation density equal to minus twice the smooth density leaves no residue. -/
theorem residue_signed_augmentation (K : Matrix n n ℝ) (m : n → ℝ) :
    residue K m ((-2 : ℝ) • m) = 0 := by
  -- the full density is the smooth one with its sign reversed
  have h : m + (-2 : ℝ) • m = -m := by module
  rw [residue, h]
  simp [hartree, Matrix.mulVec_neg]

/-- A two-site interaction matrix with repulsion on each site and attraction between the sites. -/
def attractiveKernel : Matrix (Fin 2) (Fin 2) ℝ := !![1, -1/2; -1/2, 1]

/-- The two-site kernel with intersite attraction is positive definite, yet a unit smooth density
on the first site and a unit augmentation density on the second give zero residue. -/
theorem residue_attractiveKernel :
    attractiveKernel.PosDef ∧ residue attractiveKernel ![1, 0] ![0, 1] = 0 := by
  constructor
  · rw [Matrix.posDef_iff_dotProduct_mulVec]
    refine ⟨Matrix.IsHermitian.ext fun i j => by
      fin_cases i <;> fin_cases j <;> simp [attractiveKernel], ?_⟩
    intro x hx
    have e : star x ⬝ᵥ attractiveKernel *ᵥ x = x 0 ^ 2 - x 0 * x 1 + x 1 ^ 2 := by
      simp [attractiveKernel, Matrix.mulVec, dotProduct, Fin.sum_univ_two]
      ring
    rw [e]
    -- complete the square in the component that is not known to be nonzero
    by_cases h0 : x 0 = 0
    · have h1 : x 1 ≠ 0 := by
        intro h1
        apply hx
        ext i
        fin_cases i
        · exact h0
        · exact h1
      have hp : 0 < x 1 ^ 2 := by positivity
      nlinarith [sq_nonneg (x 0 - x 1 / 2)]
    · have hp : 0 < x 0 ^ 2 := by positivity
      nlinarith [sq_nonneg (x 1 - x 0 / 2)]
  · norm_num [residue, hartree, attractiveKernel, Matrix.mulVec, dotProduct, Fin.sum_univ_two]

end

end UltrasoftSelfInteraction
```

```lean
#print axioms UltrasoftSelfInteraction.residue_eq_zero_iff
#print axioms UltrasoftSelfInteraction.sum_residue_eq_zero_iff
#print axioms UltrasoftSelfInteraction.residue_signed_augmentation
#print axioms UltrasoftSelfInteraction.residue_attractiveKernel
```

```
'UltrasoftSelfInteraction.residue_eq_zero_iff' depends on axioms: [propext, Classical.choice, Quot.sound]
'UltrasoftSelfInteraction.sum_residue_eq_zero_iff' depends on axioms: [propext, Classical.choice, Quot.sound]
'UltrasoftSelfInteraction.residue_signed_augmentation' depends on axioms: [propext, Classical.choice, Quot.sound]
'UltrasoftSelfInteraction.residue_attractiveKernel' depends on axioms: [propext, Classical.choice, Quot.sound]
```

## Reading the theorems and their proofs

The finite type `n` labels grid points or basis elements, and `ι` labels orbitals. `hartree` is E and `residue` is R; `⬝ᵥ` is the dot product and `*ᵥ` applies a matrix to a vector. The hypotheses `hpos`, `hm` and `ha` are the sign conditions.

`repulsion_comm` equates the cross terms, and `residue_eq` expands the square and collects them with `linarith`. `repulsion_nonneg` bounds the double sum term by term, which gives `hartree_le_residue`. `sum_residue_eq_zero_iff` applies the one-orbital result to each k. The last two theorems are the counter-examples; for the two-site kernel, `nlinarith` is given the square that it needs to prove positivity.

`Matrix.PosDef` does two jobs in `residue_eq_zero_iff`. Its first component, `hK.1`, says that K is Hermitian, which for real entries means symmetric. Its lemma `dotProduct_mulVec_pos` turns `a ≠ 0` into strictly positive self-energy. That lemma is stated with a conjugate, which `star_trivial` removes over the reals. Assuming R = 0 then contradicts the lower bound.

## Conditions to check before applying the result

The sign conditions apply to the entries of the vectors. On a grid these are density values, but in a basis they are expansion coefficients, which can be negative even when the density is not. Nonnegativity of a is assumed, not derived from a pseudopotential. Actual augmentation densities may change sign; the formula for R then still holds, but a zero residue no longer implies a = 0. The kernel needs checking as well: a periodic Coulomb kernel with its G = 0 component set to zero gives a uniform density no self-energy, so it is not positive definite.

The exchange operator itself is not modelled; it enters through the definition of R. The sum over orbitals contains only their self-terms, not exchange between different orbitals, and nothing is said about convergence with grid or basis size.
